# For a, b, c > 0 the soft-mode potential V(u) = a u²/2 − b u⁴/4 + c u⁶/6 has a strict local minimum at u = 0, which is global exactly when 3b² ≤ 16ac

A phonon calculation may return only real frequencies for a structure that still has a lower-energy distorted form. One way to look for that form is to displace the atoms along the eigenvector of a soft mode, compute the total energy at several amplitudes, and fit a polynomial, which is even if opposite displacements are equivalent by symmetry. If an even fit stops at sixth order and has the signs considered here, a comparison of 3b² with 16ac decides whether, according to the fit, the undistorted structure is the lowest state along that one mode or only a metastable one.

The amplitude u and the coefficients a, b and c are real numbers. The development uses Mathlib's real analysis and its notation for neighbourhoods of a point.

In Lean 4 with Mathlib:

```lean
import Mathlib

open Filter Topology

namespace MetastableSoftMode

noncomputable section
```

## The energy along one mode

The energy relative to the undistorted structure is

V(u) = a u²/2 − b u⁴/4 + c u⁶/6.

Only even powers occur, which describes a mode whose displacements u and −u are equivalent by symmetry. The coefficient a is the harmonic force constant; if u is mass-weighted, a is the squared harmonic angular frequency. With the minus sign written explicitly, b > 0 means that the quartic term lowers the energy, and c > 0 means that the energy rises again at large amplitude.

```lean
/-- The sixth-order potential energy of a soft mode with amplitude `u`. -/
def softModePotential (a b c u : ℝ) : ℝ :=
  a * u ^ 2 / 2 - b * u ^ 4 / 4 + c * u ^ 6 / 6
```

In `softModePotential a b c u` the first three arguments are the coefficients and the last is the amplitude. The definition places no sign conditions on them; each theorem states those it needs. Coupling to strain or to other modes, terms beyond sixth order and thermal or quantum motion of the nuclei are all absent from this model.

Every term contains a power of u, so the reference energy is

V(0) = 0.

```lean
/-- The undistorted state has zero energy. -/
theorem potential_zero (a b c : ℝ) : softModePotential a b c 0 = 0 := by
  simp [softModePotential]
```

The later proofs use `potential_zero` to turn a comparison with the undistorted state into a question about the sign of V(u).

## Completing the square in u²

Write s = u² and take out one factor of s:

V(u) = s (a/2 − b s/4 + c s²/6).

The bracket is quadratic in s. For c ≠ 0, its last two terms are

c s²/6 − b s/4 = (c/6)(s − 3b/(4c))² − 3b²/(32c).

The remaining constant is

a/2 − 3b²/(32c) = (16ac − 3b²)/(32c),

and therefore

V(u) = u² [ (c/6)(u² − 3b/(4c))² + (16ac − 3b²)/(32c) ].

```lean
/-- The potential is `u ^ 2` times a completed square in `u ^ 2` plus a constant. -/
theorem potential_eq_completed_square (a b : ℝ) {c : ℝ} (hc : c ≠ 0) (u : ℝ) :
    softModePotential a b c u =
      u ^ 2 * (c / 6 * (u ^ 2 - 3 * b / (4 * c)) ^ 2
        + (16 * a * c - 3 * b ^ 2) / (32 * c)) := by
  unfold softModePotential
  field_simp
  ring
```

The identity needs only c ≠ 0. In its proof, `field_simp` clears the denominators and `ring` compares the resulting polynomials.

For b, c > 0 the squared term is never negative and vanishes at a real amplitude, so the combination 16ac − 3b² controls the sign of the bracket at its lowest point. That point is u² = 3b/(4c), where the square vanishes and the energy is

V(u) = (3b/(4c)) · (16ac − 3b²)/(32c) = 3b(16ac − 3b²)/(128c²).

```lean
/-- The energy of a distortion whose squared amplitude is `3 b / (4 c)`. -/
theorem potential_at_critical_amplitude (a b : ℝ) {c u : ℝ} (hc : c ≠ 0)
    (hu : u ^ 2 = 3 * b / (4 * c)) :
    softModePotential a b c u =
      3 * b * (16 * a * c - 3 * b ^ 2) / (128 * c ^ 2) := by
  rw [potential_eq_completed_square a b hc, hu, sub_self]
  ring
```

The hypothesis `hu` supplies an amplitude with the required square, and the proof substitutes it into the previous identity. For b, c > 0 this amplitude minimises V(u)/u². It is a test point for the sign of the energy. Unless 3b² = 16ac, the force does not vanish there, so it is not a minimum of V(u) itself.

## Local stability from the harmonic term

Close to u = 0, the harmonic term decides whenever a ≠ 0. For u ≠ 0,

V(u)/u² = a/2 − b u²/4 + c u⁴/6.

The right-hand side is continuous in u and equals a/2 at u = 0. If a > 0, it stays positive throughout some interval around zero. Multiplication by u² > 0 then gives V(u) > 0 = V(0) for every nonzero u in that interval.

```lean
/-- A positive harmonic coefficient makes the undistorted state a strict local minimum,
whatever the anharmonic coefficients are. -/
theorem strict_local_minimum {a : ℝ} (ha : 0 < a) (b c : ℝ) :
    ∀ᶠ u in 𝓝[≠] (0 : ℝ), softModePotential a b c 0 < softModePotential a b c u := by
  -- The polynomial that equals `V / u ^ 2` for `u ≠ 0` is continuous, and positive at `0`.
  have hcont : Continuous (fun u : ℝ => a / 2 - b * u ^ 2 / 4 + c * u ^ 4 / 6) := by
    fun_prop
  have h0 : (0 : ℝ) < a / 2 - b * 0 ^ 2 / 4 + c * 0 ^ 4 / 6 := by
    norm_num
    exact ha
  have hpos : ∀ᶠ u in 𝓝 (0 : ℝ), 0 < a / 2 - b * u ^ 2 / 4 + c * u ^ 4 / 6 :=
    (isOpen_lt continuous_const hcont).mem_nhds h0
  filter_upwards [nhdsWithin_le_nhds hpos, self_mem_nhdsWithin] with u hu hne
  have hne' : u ≠ 0 := hne
  have hu2 : 0 < u ^ 2 := by positivity
  have hprod := mul_pos hu2 hu
  rw [potential_zero]
  unfold softModePotential
  linarith
```

The expression `∀ᶠ u in 𝓝[≠] (0 : ℝ)` says that the inequality holds for all u sufficiently close to zero, with zero itself left out. The exclusion is needed because V(0) < V(0) is false. No sign is assumed for b or c, so a positive force constant gives local stability whatever the anharmonic terms are.

The proof follows the argument above. `fun_prop` establishes continuity of the quotient's polynomial form, and `isOpen_lt` turns positivity at zero into positivity nearby. `filter_upwards` combines this with u ≠ 0, after which `mul_pos` restores the factor u².

## The criterion for global stability

Now let a, b and c all be positive. If 3b² ≤ 16ac, both terms in the bracket of the completed square are nonnegative, and so

V(u) ≥ 0 = V(0) for every real u.

Conversely, suppose that 3b² > 16ac. Since b/c > 0, there is a real amplitude

u = √(3b/(4c)),

and its energy is

V(u) = 3b(16ac − 3b²)/(128c²) < 0.

The undistorted state is then not a global minimum, although it remains a strict local one.

```lean
/-- For positive `a`, `b` and `c` the undistorted state is always a strict local minimum, and it is
a global minimum exactly when `3 b ^ 2 ≤ 16 a c`. -/
theorem soft_mode_metastability {a b c : ℝ} (ha : 0 < a) (hb : 0 < b) (hc : 0 < c) :
    (∀ᶠ u in 𝓝[≠] (0 : ℝ), softModePotential a b c 0 < softModePotential a b c u) ∧
    ((∀ u : ℝ, softModePotential a b c 0 ≤ softModePotential a b c u) ↔
      3 * b ^ 2 ≤ 16 * a * c) := by
  refine ⟨strict_local_minimum ha b c, ?_, ?_⟩
  · intro h
    by_contra hlt
    have hN : 16 * a * c - 3 * b ^ 2 < 0 := by linarith [not_le.mp hlt]
    -- Test the energy at the amplitude where the completed square vanishes.
    have hu : (√(3 * b / (4 * c))) ^ 2 = 3 * b / (4 * c) := Real.sq_sqrt (by positivity)
    have hV := h (√(3 * b / (4 * c)))
    rw [potential_zero, potential_at_critical_amplitude a b hc.ne' hu] at hV
    have hneg : 3 * b * (16 * a * c - 3 * b ^ 2) / (128 * c ^ 2) < 0 :=
      div_neg_of_neg_of_pos (mul_neg_of_pos_of_neg (by positivity) hN) (by positivity)
    linarith
  · intro h u
    have hN : 0 ≤ (16 * a * c - 3 * b ^ 2) / (32 * c) :=
      div_nonneg (by linarith) (by positivity)
    rw [potential_zero, potential_eq_completed_square a b hc.ne']
    exact mul_nonneg (sq_nonneg u) (add_nonneg (by positivity) hN)
```

The first half of the conjunction in `soft_mode_metastability` is local stability. The second half is an equivalence: V(0) ≤ V(u) for all real u if and only if 3b² ≤ 16ac. Metastability here means a strict local minimum that is not global; nothing is said about the lifetime of the state.

In the forward direction, `by_contra` assumes that the coefficient inequality fails, and `Real.sq_sqrt` confirms that the test amplitude has the right square. The assumed global stability then contradicts the negative energy. In the reverse direction, `mul_nonneg` and `add_nonneg` assemble the nonnegative factors.

A tempting wrong criterion comes from looking for nonzero stationary points. The derivative is

V′(u) = u(a − b u² + c u⁴),

and for positive coefficients the bracket has two distinct positive roots in u² when b² > 4ac. That condition signals the appearance of side minima, but not that they lie below the undistorted state. With a = c = 1 and b = 2.2, b² = 4.84 exceeds 4ac = 4, so side minima exist, yet 3b² = 14.52 is less than 16ac = 16 and they have positive energy.

The assumption b > 0 matters for the equivalence. Take a = c = 1 and b = −3. Then

V(u) = u²/2 + 3u⁴/4 + u⁶/6 ≥ 0,

so the undistorted state is a global minimum, while 3b² = 27 is greater than 16ac = 16. For negative b the value 3b/(4c) is negative and is not the square of any real amplitude, so the test point disappears.

## When every distortion costs energy

The equality 3b² = 16ac still allows a distorted state with zero energy. To exclude such a state, the inequality must be strict. If 3b² < 16ac and c > 0, the constant in the bracket is positive, and

V(u) > 0 for every u ≠ 0.

If instead 3b² ≥ 16ac with b, c > 0, the nonzero amplitude √(3b/(4c)) has V(u) ≤ 0, so at least one distortion costs no energy.

```lean
/-- For positive `b` and `c`, every distortion costs energy exactly when `3 b ^ 2 < 16 a c`. -/
theorem unique_global_minimum_iff {a b c : ℝ} (hb : 0 < b) (hc : 0 < c) :
    (∀ u : ℝ, u ≠ 0 → softModePotential a b c 0 < softModePotential a b c u) ↔
      3 * b ^ 2 < 16 * a * c := by
  constructor
  · intro h
    by_contra hle
    have hN : 16 * a * c - 3 * b ^ 2 ≤ 0 := by linarith [not_lt.mp hle]
    have hu : (√(3 * b / (4 * c))) ^ 2 = 3 * b / (4 * c) := Real.sq_sqrt (by positivity)
    have hne : √(3 * b / (4 * c)) ≠ 0 := (Real.sqrt_pos.mpr (by positivity)).ne'
    have hV := h _ hne
    rw [potential_zero, potential_at_critical_amplitude a b hc.ne' hu] at hV
    have hnonpos : 3 * b * (16 * a * c - 3 * b ^ 2) / (128 * c ^ 2) ≤ 0 :=
      div_nonpos_of_nonpos_of_nonneg
        (mul_nonpos_of_nonneg_of_nonpos (by positivity) hN) (by positivity)
    linarith
  · intro h u hu
    have hN : 0 < (16 * a * c - 3 * b ^ 2) / (32 * c) :=
      div_pos (by linarith) (by positivity)
    rw [potential_zero, potential_eq_completed_square a b hc.ne']
    exact mul_pos (by positivity) (add_pos_of_nonneg_of_pos (by positivity) hN)
```

This is the statement that the undistorted state is the unique global minimum. It assumes b > 0 and c > 0 but not a > 0, because 3b² < 16ac already forces a to be positive. The proof repeats the two directions of the previous theorem with the strict and non-strict inequalities exchanged. It also checks that the test amplitude is nonzero, since the energy comparison is assumed only for actual distortions.

## Equal energies at the threshold

At 3b² = 16ac the constant in the completed square vanishes, leaving

V(u) = (c/6) u² (u² − 3b/(4c))².

For c ≠ 0 this product is zero exactly when u = 0 or u² = 3b/(4c). With positive coefficients there are thus three states of equal energy along the mode: the undistorted one and two distortions of opposite sign.

```lean
/-- When `c ≠ 0` and `3 b ^ 2 = 16 a c`, the states with the energy of the undistorted one are that
state itself and the distortions with squared amplitude `3 b / (4 c)`. -/
theorem coexistence_states {a b c : ℝ} (hc : c ≠ 0) (h : 3 * b ^ 2 = 16 * a * c)
    (u : ℝ) :
    softModePotential a b c u = softModePotential a b c 0 ↔
      u = 0 ∨ u ^ 2 = 3 * b / (4 * c) := by
  have hN : 16 * a * c - 3 * b ^ 2 = 0 := by linarith
  have hc6 : c / 6 ≠ 0 := div_ne_zero hc (by norm_num)
  rw [potential_zero, potential_eq_completed_square a b hc, hN, zero_div, add_zero,
    mul_eq_zero, mul_eq_zero, pow_eq_zero_iff two_ne_zero, pow_eq_zero_iff two_ne_zero,
    sub_eq_zero, or_iff_right hc6]
```

The theorem `coexistence_states` concerns equality of energy only. It holds for any signs of the coefficients compatible with its hypotheses; if 3b/(4c) is negative, the second alternative simply has no real solution. The proof rewrites the potential as the product above and uses `mul_eq_zero` to split it into its factors.

## The lowest distorted state

At and beyond the threshold, the amplitude of a lowest state can be written down. A nonzero stationary point satisfies

a − b u₀² + c u₀⁴ = 0,

and the larger root for its squared amplitude is

u₀² = (b + √(b² − 4ac))/(2c).

Assume b, c > 0 and 16ac ≤ 3b². Then

b² − 4ac ≥ b² − 3b²/4 = b²/4,

so the square root is real and at least b/2. It follows that

u₀² ≥ 3b/(4c).

To compare the energy at u₀ with that at any other u, subtract the two potentials. Their difference is a cubic in u² that vanishes at u² = u₀². Stationarity makes this a double zero, and comparing coefficients gives

V(u) − V(u₀) = (u² − u₀²)² [ c u²/6 + c u₀²/3 − b/4 ].

The bound on u₀² gives c u₀²/3 − b/4 ≥ 0. Both factors are therefore nonnegative, and V(u₀) ≤ V(u) for every real u.

```lean
/-- For positive `b` and `c` with `16 a c ≤ 3 b ^ 2`, a distortion with squared amplitude `(b + √(b
^ 2 - 4 a c)) / (2 c)` has the lowest energy of all states. -/
theorem distorted_ground_state {a b c u₀ : ℝ} (hb : 0 < b) (hc : 0 < c)
    (h : 16 * a * c ≤ 3 * b ^ 2)
    (hu₀ : u₀ ^ 2 = (b + √(b ^ 2 - 4 * a * c)) / (2 * c)) (u : ℝ) :
    softModePotential a b c u₀ ≤ softModePotential a b c u := by
  have hD : 0 ≤ b ^ 2 - 4 * a * c := by nlinarith [sq_nonneg b]
  have hr := Real.sq_sqrt hD
  have hrb : b / 2 ≤ √(b ^ 2 - 4 * a * c) :=
    (Real.le_sqrt' (by positivity)).2 (by nlinarith)
  have hs : u₀ ^ 2 * (2 * c) = b + √(b ^ 2 - 4 * a * c) :=
    (eq_div_iff (by positivity)).mp hu₀
  -- The restoring force vanishes at the distorted state.
  have hst4 : 4 * c * (a - b * u₀ ^ 2 + c * u₀ ^ 4) = 0 := by
    linear_combination
      (2 * c * u₀ ^ 2 - b + √(b ^ 2 - 4 * a * c)) * hs + hr
  have hst : a - b * u₀ ^ 2 + c * u₀ ^ 4 = 0 :=
    (mul_eq_zero.mp hst4).resolve_left (by positivity)
  -- The energy difference therefore has a double zero in the squared amplitude.
  have hdiff : softModePotential a b c u - softModePotential a b c u₀ =
      (u ^ 2 - u₀ ^ 2) ^ 2 * (c * u ^ 2 / 6 + (c * u₀ ^ 2 / 3 - b / 4)) := by
    unfold softModePotential
    linear_combination ((u ^ 2 - u₀ ^ 2) / 2) * hst
  have hk : 0 ≤ c * u₀ ^ 2 / 3 - b / 4 := by linarith
  have hnonneg : 0 ≤ (u ^ 2 - u₀ ^ 2) ^ 2 *
      (c * u ^ 2 / 6 + (c * u₀ ^ 2 / 3 - b / 4)) :=
    mul_nonneg (sq_nonneg _) (add_nonneg (by positivity) hk)
  linarith

end

end MetastableSoftMode
```

The hypothesis `hu₀` fixes the square of u₀ and leaves its sign free, so the result applies to both symmetry-related distortions. Such amplitudes exist because the prescribed square is positive. The theorem does not claim that the minimum is unique: at the threshold u = 0 has the same energy. Nor does it require a > 0, so it also covers a harmonically unstable mode, provided that b and c are positive.

In the proof, `hD` shows that the quantity under the square root is nonnegative, and `hrb` shows that the root is at least b/2. The first `linear_combination` derives the stationary condition `hst` in a form multiplied by 4c, and the second uses that condition to obtain the factored energy difference `hdiff`. The bound `hk` makes the last bracket nonnegative, and `linarith` turns the nonnegative difference into the required comparison of energies.

```lean
#print axioms MetastableSoftMode.soft_mode_metastability
-- 'MetastableSoftMode.soft_mode_metastability' depends on axioms: [propext, Classical.choice, Quot.sound]
#print axioms MetastableSoftMode.unique_global_minimum_iff
-- 'MetastableSoftMode.unique_global_minimum_iff' depends on axioms: [propext, Classical.choice, Quot.sound]
#print axioms MetastableSoftMode.coexistence_states
-- 'MetastableSoftMode.coexistence_states' depends on axioms: [propext, Classical.choice, Quot.sound]
#print axioms MetastableSoftMode.distorted_ground_state
-- 'MetastableSoftMode.distorted_ground_state' depends on axioms: [propext, Classical.choice, Quot.sound]
```
